# Demagnetizing factors of an ellipsoid sum to one, and the longer axis has the smaller factor

A demagnetizing factor can be introduced through a field or through an integral. In a uniformly magnetized ellipsoid the magnetization \(\mathbf M\) produces a uniform internal field \(\mathbf H\), whose component along the principal axis \(i\) is \(-N_i M_i\) in SI units; the number \(N_i\) is the demagnetizing factor. Solving the magnetostatic problem expresses \(N_i\) as an integral over an auxiliary variable \(s\). Here that integral is taken as the definition, and its link to the field is physical input that is assumed and not derived.

Starting from the field would change what there is to prove. For a body \(V\) one would define the tensor

\[
N_{ij}(\mathbf x) = -\frac{1}{4\pi}\,\partial_i\partial_j \int_V \frac{d^3x'}{|\mathbf x-\mathbf x'|}
\]

at interior points. Its trace is 1 by Poisson's equation, whatever the shape. For the ellipsoid, however, the uniformity of the tensor and the integral formula would then become theorems of potential theory. With the integral as the definition, calculus on a half-line is enough.

A second decision concerns the dimension. The semi-axes are a family of positive numbers \(r_i\), with \(i\) running over a finite index set of \(d\) elements. The ellipsoid of magnetism is \(d=3\), and nothing in the argument depends on that value.

## The factors and their properties

Let \(r_i>0\) and write

\[
P(s)=\prod_j (s+r_j^2),\qquad f_i(s)=\frac{1}{(s+r_i^2)\sqrt{P(s)}},\qquad
N_i=\frac{\prod_j r_j}{2}\int_0^\infty f_i(s)\,ds .
\]

For \(d\ge 1\) the following hold.

- Every integral converges, and \(\sum_i N_i=1\).
- \(N_i<N_j\) exactly when \(r_j<r_i\).
- If all semi-axes are equal, every factor is \(1/d\).
- If \(r_i\) is a largest semi-axis and some other one is smaller, then \(N_i<1/d\).

For \(d=3\) a sphere therefore has the factor \(1/3\) along each axis, and a prolate spheroid has less than \(1/3\) along its long axis. In the macrospin model of an ellipsoidal particle, where the magnetization is uniform by assumption, these factors and the saturation magnetization determine the energy density of the shape anisotropy, and the sum rule gives a simple test of numerically computed values.

## One primitive for the sum of the integrands

For \(d=3\) the single integrals are elliptic in general, but in every dimension the sum of the integrands has an elementary primitive. By the product rule,

\[
P'(s)=P(s)\sum_i\frac{1}{s+r_i^2}.
\]

Let \(F(s)=-2/\sqrt{P(s)}\). Then

\[
F'(s)=\frac{P'(s)}{P(s)^{3/2}}=\frac{1}{\sqrt{P(s)}}\sum_i\frac{1}{s+r_i^2}=\sum_i f_i(s).
\]

For \(s\ge1\) we have \(P(s)\ge s^d\ge s\), so \(F(s)\to0\) as \(s\to\infty\). At the lower end \(\sqrt{P(0)}=\prod_j r_j\), because the semi-axes are positive. Hence

\[
\int_0^\infty\sum_i f_i(s)\,ds=0-F(0)=\frac{2}{\prod_j r_j}.
\]

This is finite. Since \(0<f_i\le\sum_j f_j\), each integral converges separately, and multiplying by \(\tfrac12\prod_j r_j\) gives \(\sum_i N_i=1\).

For the ordering, suppose \(r_j<r_i\). Then \(s+r_j^2<s+r_i^2\), so \(f_i(s)<f_j(s)\) for every \(s>0\). The difference \(f_j-f_i\) is positive throughout and has a positive integral; the common prefactor is positive too, so \(N_i<N_j\). Conversely, let \(N_i<N_j\) and suppose that \(r_j<r_i\) were false. Either \(r_i<r_j\), which gives \(N_j<N_i\), or \(r_i=r_j\), which gives \(N_i=N_j\). Both contradict the assumption.

If all semi-axes are equal, all factors are equal, and the sum rule reads \(d\,N_i=1\). If \(r_i\) is a largest semi-axis, then \(N_i\le N_j\) for all \(j\), with strict inequality for any shorter axis \(k\). Summing over \(j\) gives \(d\,N_i<\sum_j N_j=1\).

## The definitions in Lean

The index type `ι` is finite, and `r : ι → ℝ` is the family of semi-axes. Positivity is not built into the type; the theorems that need it take it as the hypothesis `hr : ∀ i, 0 < r i`.

```lean
import Mathlib

open MeasureTheory Set Filter Topology

namespace DemagnetizingFactors

noncomputable section

variable {ι : Type*} [Fintype ι] {r : ι → ℝ}
```

The function `kernel r i` is the integrand \(f_i\).

```lean
/-- The integrand `1 / ((s + rᵢ²) √∏ⱼ (s + rⱼ²))` belonging to axis `i` of an ellipsoid with
positive semi-axes `r`, for `s ≥ 0`. -/
def kernel (r : ι → ℝ) (i : ι) (s : ℝ) : ℝ :=
  1 / ((s + r i ^ 2) * √(∏ j, (s + r j ^ 2)))
```

The factor \(N_i\) is `demag r i`. The set `Ioi 0` is the open half-line \(s>0\). The normalisation is the SI one, in which the factors add up to 1 and not to \(4\pi\).

```lean
/-- The demagnetizing factor along axis `i` of an ellipsoid with positive semi-axes `r`,
in any finite dimension. -/
def demag (r : ι → ℝ) (i : ι) : ℝ :=
  (∏ j, r j) / 2 * ∫ s in Ioi (0 : ℝ), kernel r i s
```

The next theorem ties the general definition to the usual formula for semi-axes \(a,b,c\). The index `0` selects the first entry of `![a, b, c]`, and the proof writes out the product over three indices.

```lean
/-- In three dimensions the demagnetizing factor along the axis `a` is the textbook integral. -/
theorem demag_three (a b c : ℝ) :
    demag ![a, b, c] 0 = a * b * c / 2 * ∫ s in Ioi (0 : ℝ),
      1 / ((s + a ^ 2) * √((s + a ^ 2) * (s + b ^ 2) * (s + c ^ 2))) := by
  simp [demag, kernel, Fin.prod_univ_three]
```

## Differentiating the product and finding the primitive

The formula for \(P'\) is proved for the product over any finite subset `S` of the axes, which lets the proof proceed by induction on `S`. Adding an axis `a` calls for the product rule for two factors, and the remaining algebra is the cancellation \((s+r_a^2)\cdot\frac{1}{s+r_a^2}=1\).

```lean
omit [Fintype ι] in
/-- The derivative of the product of `s + rᵢ²` over a finite set `S` of axes is that product times
the sum of `1 / (s + rᵢ²)` over `S`, at any `s` with `s + rᵢ² > 0` for every axis `i`, in `S` or
not. -/
theorem hasDerivAt_prod (S : Finset ι) {s : ℝ} (h : ∀ i, 0 < s + r i ^ 2) :
    HasDerivAt (fun t => ∏ i ∈ S, (t + r i ^ 2))
      ((∏ i ∈ S, (s + r i ^ 2)) * ∑ i ∈ S, 1 / (s + r i ^ 2)) s := by
  classical
  induction S using Finset.induction_on with
  | empty => simpa using hasDerivAt_const s (1 : ℝ)
  | insert a S ha ih =>
    simp only [Finset.prod_insert ha, Finset.sum_insert ha]
    refine (((hasDerivAt_id' s).add_const (r a ^ 2)).fun_mul ih).congr_deriv ?_
    linear_combination (-(∏ i ∈ S, (s + r i ^ 2))) * mul_one_div_cancel (h a).ne'
```

The following theorem is \(F'=\sum_i f_i\), valid for \(s\ge0\) and so including the endpoint. The step `hsum` takes the common factor \(1/\sqrt P\) out of the sum. The auxiliary identity `key` simplifies the result of the quotient rule, with `p` standing for \(P\), `q` for \(\sqrt P\) and `T` for \(\sum_i 1/(s+r_i^2)\).

```lean
/-- For positive semi-axes and `s ≥ 0`, the function `-2 / √∏ (s + rⱼ²)` is a primitive of the
sum of the integrands of all axes. -/
theorem hasDerivAt_primitive (hr : ∀ i, 0 < r i) {s : ℝ} (hs : 0 ≤ s) :
    HasDerivAt (fun t => -2 / √(∏ j, (t + r j ^ 2))) (∑ i, kernel r i s) s := by
  have h : ∀ j, 0 < s + r j ^ 2 := fun j => by have := hr j; positivity
  have hP : 0 < ∏ j, (s + r j ^ 2) := Finset.prod_pos fun j _ => h j
  have hd := hasDerivAt_prod Finset.univ h
  have hsum : ∑ i, kernel r i s = (∑ i, 1 / (s + r i ^ 2)) / √(∏ j, (s + r j ^ 2)) := by
    rw [Finset.sum_div]
    exact Finset.sum_congr rfl fun i _ => by rw [kernel, div_div]
  have key : ∀ p q T : ℝ, q ≠ 0 → q ^ 2 = p →
      (0 * q - (-2) * (p * T / (2 * q))) / q ^ 2 = T / q := by
    intro p q T hq hp
    subst hp
    field_simp
    ring
  refine ((hasDerivAt_const s (-2 : ℝ)).fun_div (hd.sqrt hP.ne')
    (Real.sqrt_pos.2 hP).ne').congr_deriv ?_
  rw [hsum]
  exact key _ _ _ (Real.sqrt_pos.2 hP).ne' (Real.sq_sqrt hP.le)
```

The limit \(F\to0\) rests on the chain \(t\le t^d\le P(t)\) for \(t\ge1\), which appears as the `calc` block. It needs at least one axis, hence `[Nonempty ι]`: an empty product is 1, and \(F\) would be the constant \(-2\).

```lean
/-- The primitive `-2 / √∏ (s + rⱼ²)` vanishes as `s → ∞` in every dimension at least one. -/
theorem tendsto_primitive [Nonempty ι] (r : ι → ℝ) :
    Tendsto (fun t : ℝ => -2 / √(∏ j, (t + r j ^ 2))) atTop (𝓝 0) := by
  have hP : Tendsto (fun t : ℝ => ∏ j, (t + r j ^ 2)) atTop atTop := by
    refine tendsto_atTop_mono' atTop ?_ tendsto_id
    filter_upwards [eventually_ge_atTop (1 : ℝ)] with t ht
    -- the product dominates `t ^ d`, hence `t`
    calc t ≤ t ^ Fintype.card ι := le_self_pow₀ ht Fintype.card_ne_zero
      _ = ∏ _j : ι, t := by rw [Finset.prod_const, Finset.card_univ]
      _ ≤ ∏ j, (t + r j ^ 2) := Finset.prod_le_prod (fun _ _ => by linarith)
          (fun j _ => by linarith [sq_nonneg (r j)])
  exact (Real.tendsto_sqrt_atTop.comp hP).const_div_atTop (-2)
```

## Convergence and the sum rule

Positivity of each integrand is used both for the convergence and for the comparison with the sum.

```lean
/-- For positive semi-axes the integrand of each axis is positive at `s ≥ 0`. -/
theorem kernel_pos (hr : ∀ i, 0 < r i) (i : ι) {s : ℝ} (hs : 0 ≤ s) : 0 < kernel r i s := by
  have h : ∀ j, 0 < s + r j ^ 2 := fun j => by have := hr j; positivity
  exact one_div_pos.2 (mul_pos (h i) (Real.sqrt_pos.2 (Finset.prod_pos fun j _ => h j)))
```

Convergence is expressed by `IntegrableOn`, meaning integrability in the sense of Lebesgue. Lean assigns the value 0 to the integral of a non-integrable function, so this theorem is needed for `demag` to carry its intended meaning. The proof first obtains integrability of the sum from three facts: it has a primitive, it is non-negative, and the primitive has a limit at infinity. `Integrable.mono'` then passes to a single integrand by domination.

```lean
/-- For positive semi-axes the integral defining each demagnetizing factor converges. -/
theorem integrableOn_kernel (hr : ∀ i, 0 < r i) (i : ι) :
    IntegrableOn (kernel r i) (Ioi 0) := by
  have : Nonempty ι := ⟨i⟩
  have hsum : IntegrableOn (fun s => ∑ j, kernel r j s) (Ioi 0) :=
    integrableOn_Ioi_deriv_of_nonneg' (fun s hs => hasDerivAt_primitive hr hs)
      (fun s hs => Finset.sum_nonneg fun j _ => (kernel_pos hr j (le_of_lt hs)).le)
      (tendsto_primitive r)
  have hc : Continuous fun s : ℝ => (s + r i ^ 2) * √(∏ j, (s + r j ^ 2)) := by fun_prop
  -- each integrand is dominated by the sum over the axes
  refine Integrable.mono' hsum (measurable_const.div hc.measurable).aestronglyMeasurable ?_
  refine (ae_restrict_iff' measurableSet_Ioi).2 (ae_of_all _ fun s hs => ?_)
  have hs' : (0 : ℝ) ≤ s := le_of_lt hs
  rw [Real.norm_of_nonneg (kernel_pos hr i hs').le]
  exact Finset.single_le_sum (f := fun j => kernel r j s)
    (fun j _ => (kernel_pos hr j hs').le) (Finset.mem_univ i)
```

In the sum rule, `hI` evaluates the integral of the summed integrands as \(0-F(0)\), and `hroot` is the identity \(\sqrt{P(0)}=\prod_j r_j\). Exchanging the sum and the integral uses the convergence just established.

```lean
/-- Sum rule: the demagnetizing factors of an ellipsoid with positive semi-axes add up to one,
in every dimension at least one. -/
theorem sum_demag [Nonempty ι] (hr : ∀ i, 0 < r i) : ∑ i, demag r i = 1 := by
  have hI : ∫ s in Ioi (0 : ℝ), ∑ j, kernel r j s = 0 - -2 / √(∏ j, (0 + r j ^ 2)) :=
    integral_Ioi_of_hasDerivAt_of_nonneg' (fun s hs => hasDerivAt_primitive hr hs)
      (fun s hs => Finset.sum_nonneg fun j _ => (kernel_pos hr j (le_of_lt hs)).le)
      (tendsto_primitive r)
  have hp : 0 < ∏ j, r j := Finset.prod_pos fun j _ => hr j
  have hroot : √(∏ j, (0 + r j ^ 2)) = ∏ j, r j := by
    simp only [zero_add]
    rw [Finset.prod_pow, Real.sqrt_sq hp.le]
  simp only [demag]
  rw [← Finset.mul_sum, ← integral_finsetSum _ fun i _ => integrableOn_kernel hr i, hI, hroot]
  field_simp
  ring
```

Positivity of the semi-axes matters in `hroot`. Take one axis with \(r=-1\). The integrand is \((s+1)^{-3/2}\), its integral is 2, and the factor comes out as \(\tfrac{-1}{2}\cdot2=-1\) instead of 1. For \(r=0\) convergence itself fails, since \(s^{-3/2}\) is not integrable near \(s=0\).

## Ordering the axes

The theorem is an equivalence, so the order of the factors determines the order of the semi-axes as well as the reverse. Within the proof, `main` is the implication from lengths to factors. It establishes \(f_j-f_i>0\) pointwise in `hlt` and turns this into a positive integral in `hpos`: a non-negative integrable function has a positive integral exactly when its support has positive measure, and here the support contains the whole half-line. The last lines derive the converse from the two cases \(r_i<r_j\) and \(r_i=r_j\).

```lean
/-- For positive semi-axes, one axis has the smaller demagnetizing factor exactly when it is
the longer one. -/
theorem demag_lt_iff (hr : ∀ i, 0 < r i) {i j : ι} : demag r i < demag r j ↔ r j < r i := by
  have main : ∀ i j, r j < r i → demag r i < demag r j := by
    intro i j hij
    have hlt : ∀ s ∈ Ioi (0 : ℝ), 0 < kernel r j s - kernel r i s := by
      intro s hs
      have hs' : (0 : ℝ) < s := hs
      have h : ∀ k, 0 < s + r k ^ 2 := fun k => by positivity
      have hq := Real.sqrt_pos.2 (Finset.prod_pos fun k (_ : k ∈ Finset.univ) => h k)
      have hsq := pow_lt_pow_left₀ hij (hr j).le two_ne_zero
      exact sub_pos.2 (one_div_lt_one_div_of_lt (mul_pos (h j) hq)
        (mul_lt_mul_of_pos_right (by linarith) hq))
    have hint := (integrableOn_kernel hr j).sub (integrableOn_kernel hr i)
    -- a positive function on the half-line has a positive integral
    have hpos : 0 < ∫ s in Ioi (0 : ℝ), (kernel r j s - kernel r i s) := by
      refine (setIntegral_pos_iff_support_of_nonneg_ae ((ae_restrict_iff' measurableSet_Ioi).2
        (ae_of_all _ fun s hs => (hlt s hs).le)) hint).2 ?_
      have hsub : Ioi (0 : ℝ) ⊆ Function.support fun s => kernel r j s - kernel r i s :=
        fun s hs => (hlt s hs).ne'
      rw [inter_eq_right.2 hsub]
      simp
    rw [integral_sub (integrableOn_kernel hr j) (integrableOn_kernel hr i)] at hpos
    have hp : 0 < ∏ k, r k := Finset.prod_pos fun k _ => hr k
    exact mul_lt_mul_of_pos_left (sub_pos.1 hpos) (half_pos hp)
  refine ⟨fun h => ?_, main i j⟩
  by_contra hn
  rcases (not_lt.1 hn).lt_or_eq with h' | h'
  · exact lt_asymm h (main j i h')
  · exact h.ne (by unfold demag kernel; rw [h'])
```

## The sphere and the longest axis

A sphere is the constant family `fun _ : ι => R`, and `Fintype.card ι` is the dimension \(d\). All terms of the sum rule are the same, so the sum becomes \(d\) times one factor. With \(d=3\) this is the value \(1/3\); with \(d=1\) the single factor is 1.

```lean
/-- A sphere of positive radius in `d` dimensions has demagnetizing factor `1/d` along
every axis. -/
theorem demag_sphere {R : ℝ} (hR : 0 < R) (i : ι) :
    demag (fun _ : ι => R) i = 1 / Fintype.card ι := by
  have : Nonempty ι := ⟨i⟩
  -- all axes share the same factor
  have h : ∑ _j : ι, demag (fun _ : ι => R) i = 1 :=
    sum_demag (r := fun _ : ι => R) fun _ => hR
  rw [Finset.sum_const, Finset.card_univ, nsmul_eq_mul] at h
  rw [eq_div_iff (Nat.cast_ne_zero.2 Fintype.card_ne_zero), mul_comm]
  exact h
```

In the last theorem, `hi` says that no axis is longer than `i`, and `hk` supplies an axis `k` that is strictly shorter. Ties for the longest axis are allowed, so an oblate spheroid is covered too: each of its two equal long axes has a factor below \(1/3\). The proof compares \(\sum_j N_i\) with \(\sum_j N_j\) term by term, using the ordering theorem for the weak inequalities and for the strict one at `k`, and then applies the sum rule.

```lean
/-- For positive semi-axes in `d` dimensions, a longest axis has demagnetizing factor below `1/d`
as soon as some other axis is shorter. -/
theorem demag_longest_lt (hr : ∀ i, 0 < r i) {i k : ι} (hi : ∀ j, r j ≤ r i)
    (hk : r k < r i) : demag r i < 1 / Fintype.card ι := by
  have : Nonempty ι := ⟨i⟩
  have h : ∑ _j : ι, demag r i < ∑ j, demag r j :=
    Finset.sum_lt_sum (fun j _ => not_lt.1 fun h => not_lt.2 (hi j) ((demag_lt_iff hr).1 h))
      ⟨k, Finset.mem_univ k, (demag_lt_iff hr).2 hk⟩
  rw [sum_demag hr, Finset.sum_const, Finset.card_univ, nsmul_eq_mul] at h
  rw [lt_div_iff₀ (Nat.cast_pos.2 Fintype.card_pos), mul_comm]
  exact h



end

end DemagnetizingFactors
```

```lean
#print axioms DemagnetizingFactors.demag_three
#print axioms DemagnetizingFactors.demag_sphere
#print axioms DemagnetizingFactors.demag_longest_lt
```

```
'DemagnetizingFactors.demag_three' depends on axioms: [propext, Classical.choice, Quot.sound]
'DemagnetizingFactors.demag_sphere' depends on axioms: [propext, Classical.choice, Quot.sound]
'DemagnetizingFactors.demag_longest_lt' depends on axioms: [propext, Classical.choice, Quot.sound]
```
